# McWeeny iterates of a real x₀ grow without bound exactly when |2x₀ − 1| > √5

A density-matrix purification can blow up. It starts from a trial one-particle density matrix whose eigenvalues, the occupation numbers, should be driven to 0 or 1. If one eigenvalue starts too far outside that range, each step throws it further out, and the matrix elements grow until the calculation fails. The question here is how far is too far.

For McWeeny's step P ↦ 3P² − 2P³, the limits are (1 − √5)/2 ≈ −0.618 and (1 + √5)/2 ≈ 1.618. A real eigenvalue strictly outside them diverges in absolute value; one between them, or equal to either, stays bounded. This bears on linear-scaling electronic structure through the choice of starting matrix, here for a finite matrix in an orthonormal basis and the plain McWeeny step.

## The map for one occupation number and for a matrix

```lean
import Mathlib

open Filter Matrix

namespace McWeenyDivergence

/-- The McWeeny map, acting on a single occupation number. -/
def mcWeeny (x : ℝ) : ℝ := 3 * x ^ 2 - 2 * x ^ 3
```

The function `mcWeeny` takes a real number x to

f(x) = 3x² − 2x³.

Here x is one occupation number, and it may lie outside the physical interval from 0 to 1.

```lean
/-- One McWeeny purification step for a complex square matrix. -/
def purify {n : Type*} [Fintype n] [DecidableEq n] (P : Matrix n n ℂ) : Matrix n n ℂ :=
  (3 : ℂ) • P ^ 2 - (2 : ℂ) • P ^ 3
```

The same polynomial acts on a complex square matrix. The type `n` labels the basis orbitals, and `Fintype n` says that there are finitely many. The symbol `•` multiplies a matrix or vector by a number. P is not required to be Hermitian.

```lean
/-- In the centred variable `y = 2x - 1` the McWeeny map is the odd cubic `y (3 - y²) / 2`. -/
theorem mcWeeny_centred (x : ℝ) :
    2 * mcWeeny x - 1 = (2 * x - 1) * (3 - (2 * x - 1) ^ 2) / 2 := by
  unfold mcWeeny
  ring
```

Put y = 2x − 1, so that the occupations 0 and 1 become −1 and 1. With x = (1 + y)/2,

f(x) = x²(3 − 2x) = (1 + y)²(2 − y)/4 = (2 + 3y − y³)/4,

and therefore

2f(x) − 1 = y(3 − y²)/2.

In Lean, `unfold` inserts the definition of f and `ring` checks the polynomial identity.

## Two points that exchange places

```lean
/-- The McWeeny map exchanges the two distinct points `(1 + √5)/2` and `(1 - √5)/2`. -/
theorem two_cycle :
    mcWeeny ((1 + √5) / 2) = (1 - √5) / 2 ∧ mcWeeny ((1 - √5) / 2) = (1 + √5) / 2 ∧
      (1 + √5) / 2 ≠ (1 - √5) / 2 := by
  have h5 : √5 ^ 2 = (5 : ℝ) := Real.sq_sqrt (by norm_num)
  have hpos : 0 < √(5 : ℝ) := Real.sqrt_pos.2 (by norm_num)
  refine ⟨?_, ?_, fun h => by linarith⟩
  · unfold mcWeeny
    linear_combination (-(√5 / 4)) * h5
  · unfold mcWeeny
    linear_combination (√5 / 4) * h5
```

If y² = 5, the centred map gives y(3 − 5)/2 = −y. The points y = √5 and y = −√5 therefore change places, and in the original variable these are (1 + √5)/2 and (1 − √5)/2. The third part of the statement says that they are different. Lean works directly in x: `linear_combination` reduces each equation to `h5`, which is √5² = 5.

```lean
/-- A real number returns to itself after exactly two McWeeny steps, and not after one,
if and only if it is `(1 + √5)/2` or `(1 - √5)/2`. -/
theorem two_cycle_unique (x : ℝ) :
    (mcWeeny (mcWeeny x) = x ∧ mcWeeny x ≠ x) ↔
      x = (1 + √5) / 2 ∨ x = (1 - √5) / 2 := by
  constructor
  · rintro ⟨h2, h1⟩
    have key : ∀ y z : ℝ, z = y * (3 - y ^ 2) / 2 → y = z * (3 - z ^ 2) / 2 → z ≠ y →
        y ^ 2 = 5 := by
      intro y z hz hy hne
      -- difference and sum of the two cycle equations
      have hd : y ^ 2 + y * z + z ^ 2 = 5 := by
        apply mul_left_cancel₀ (sub_ne_zero.2 hne)
        linear_combination 2 * hy - 2 * hz
      have hs : (y + z) * (y ^ 2 - y * z + z ^ 2 - 1) = 0 := by
        linear_combination 2 * hz + 2 * hy
      rcases mul_eq_zero.1 hs with h | h
      · linear_combination hd - z * h
      · nlinarith [sq_nonneg (y - z)]
    have hback := mcWeeny_centred (mcWeeny x)
    rw [h2] at hback
    have hy := key (2 * x - 1) (2 * mcWeeny x - 1) (mcWeeny_centred x) hback
      (fun h => h1 (by linarith))
    have h5 : √5 ^ 2 = (5 : ℝ) := Real.sq_sqrt (by norm_num)
    have hf : (2 * x - 1 - √5) * (2 * x - 1 + √5) = 0 := by
      linear_combination hy - h5
    rcases mul_eq_zero.1 hf with h | h
    · left; linarith
    · right; linarith
  · obtain ⟨h1, h2, h3⟩ := two_cycle
    rintro (rfl | rfl)
    · exact ⟨by rw [h1, h2], by rw [h1]; exact h3.symm⟩
    · exact ⟨by rw [h2, h1], by rw [h2]; exact h3⟩
```

No other real number returns after two steps without already being fixed after one. Let y and z be the centred values of x and f(x), with z ≠ y. The cycle equations are

2z = 3y − y³,
2y = 3z − z³.

Subtracting them gives 5(z − y) = z³ − y³, and dividing by z − y gives

y² + yz + z² = 5.

Adding them gives

(y + z)(y² − yz + z² − 1) = 0.

If y + z = 0, the first relation becomes y² = 5. Otherwise y² − yz + z² = 1, so yz = 2 and y² + z² = 3. Then (y − z)² = −1, which is impossible for real numbers.

The inner statement `key` contains this argument, with `hd` and `hs` as the two relations. Factoring y² − 5 then yields the two values of x. The converse is `two_cycle`.

```lean
/-- The McWeeny map applied twice has slope 36 at both points of the two-cycle. -/
theorem two_cycle_slope :
    HasDerivAt (mcWeeny ∘ mcWeeny) 36 ((1 + √5) / 2) ∧
      HasDerivAt (mcWeeny ∘ mcWeeny) 36 ((1 - √5) / 2) := by
  have hd : ∀ x : ℝ, HasDerivAt mcWeeny (6 * x * (1 - x)) x := by
    intro x
    have h := ((hasDerivAt_pow 2 x).const_mul (3 : ℝ)).fun_sub
      ((hasDerivAt_pow 3 x).const_mul (2 : ℝ))
    exact h.congr_deriv (by norm_num; ring)
  have h5 : √5 ^ 2 = (5 : ℝ) := Real.sq_sqrt (by norm_num)
  obtain ⟨h1, h2, -⟩ := two_cycle
  -- chain rule: the slope is the product of the slopes along the cycle
  constructor
  · refine ((hd _).comp _ (hd _)).congr_deriv ?_
    rw [h1]
    linear_combination (9 / 4) * (√5 ^ 2 + 3) * h5
  · refine ((hd _).comp _ (hd _)).congr_deriv ?_
    rw [h2]
    linear_combination (9 / 4) * (√5 ^ 2 + 3) * h5
```

`HasDerivAt g 36 a` says that g is differentiable at a with derivative 36. Here g is f applied twice. By hand, f′(x) = 6x(1 − x). The two cycle points add up to 1 and have product −1, so x(1 − x) = −1 and f′(x) = −6 at each. The chain rule gives

(−6)(−6) = 36.

The cycle is thus repelling: to first order, a small deviation from it is multiplied by 36 every two steps.

## Growth beyond the cycle

```lean
/-- If `|2x - 1| > √5`, the factor `((2x - 1)² - 3)/2` is larger than one. -/
theorem one_lt_factor {x : ℝ} (h : √5 < |2 * x - 1|) :
    1 < ((2 * x - 1) ^ 2 - 3) / 2 := by
  have h2 := pow_lt_pow_left₀ h (Real.sqrt_nonneg 5) two_ne_zero
  rw [sq_abs, Real.sq_sqrt (by norm_num)] at h2
  linarith
```

Write y₀ = 2x₀ − 1 and define

r = (y₀² − 3)/2.

If |y₀| > √5, squaring gives y₀² > 5, and hence r > 1.

```lean
/-- If `|2x₀ - 1| > √5`, the distance of the iterates from `1/2` grows at least
geometrically, with the factor `((2x₀ - 1)² - 3)/2` per step. -/
theorem geometric_growth {x₀ : ℝ} (h : √5 < |2 * x₀ - 1|) (n : ℕ) :
    |2 * x₀ - 1| * (((2 * x₀ - 1) ^ 2 - 3) / 2) ^ n ≤ |2 * mcWeeny^[n] x₀ - 1| := by
  have hr := one_lt_factor h
  induction n with
  | zero => simp
  | succ n ih =>
    have h1 : |2 * x₀ - 1| ≤ |2 * mcWeeny^[n] x₀ - 1| :=
      le_trans (le_mul_of_one_le_right (abs_nonneg _) (one_le_pow₀ hr.le)) ih
    have h2 := sq_le_sq.2 h1
    -- the growth factor of this step is no smaller than that of the first
    have h3 : ((2 * x₀ - 1) ^ 2 - 3) / 2 ≤ |(3 - (2 * mcWeeny^[n] x₀ - 1) ^ 2) / 2| :=
      le_trans (by linarith) (neg_le_abs _)
    calc |2 * x₀ - 1| * (((2 * x₀ - 1) ^ 2 - 3) / 2) ^ (n + 1)
        = |2 * x₀ - 1| * (((2 * x₀ - 1) ^ 2 - 3) / 2) ^ n * (((2 * x₀ - 1) ^ 2 - 3) / 2) := by
          rw [pow_succ (((2 * x₀ - 1) ^ 2 - 3) / 2) n, ← mul_assoc]
      _ ≤ |2 * mcWeeny^[n] x₀ - 1| * |(3 - (2 * mcWeeny^[n] x₀ - 1) ^ 2) / 2| :=
          mul_le_mul ih h3 (by linarith) (abs_nonneg _)
      _ = |2 * mcWeeny^[n + 1] x₀ - 1| := by
          rw [Function.iterate_succ_apply', mcWeeny_centred, mul_div_assoc, abs_mul]
```

The notation `mcWeeny^[n] x₀` means f applied n times, not an nth power. Call the result xₙ and set yₙ = 2xₙ − 1. In these theorems `n` counts steps, whereas in the matrix statements it labels orbitals. The claim is

|yₙ| ≥ |y₀| rⁿ.

For n = 0 both sides are equal. Suppose that the bound holds at n. Since r > 1, it implies |yₙ| ≥ |y₀|, and so (yₙ² − 3)/2 ≥ r. Then

|yₙ₊₁| = |yₙ| · |3 − yₙ²|/2 ≥ |y₀| rⁿ · r = |y₀| rⁿ⁺¹.

The `induction` follows these lines: `ih` is the bound at n, `h3` compares the growth factors, and the `calc` block multiplies the inequalities.

For example, x₀ = 2 gives y₀ = 3 and r = 3. The next iterates are −4 and 176. The sign alternates, which is why divergence is stated for absolute values.

## The bounded side and the exact threshold

```lean
/-- If `|2x₀ - 1| ≤ √5`, every McWeeny iterate obeys the same bound. -/
theorem bounded_orbit {x₀ : ℝ} (h : |2 * x₀ - 1| ≤ √5) (n : ℕ) :
    |2 * mcWeeny^[n] x₀ - 1| ≤ √5 := by
  induction n with
  | zero => exact h
  | succ n ih =>
    rw [Function.iterate_succ_apply', mcWeeny_centred]
    generalize 2 * mcWeeny^[n] x₀ - 1 = y at ih ⊢
    have h2 := pow_le_pow_left₀ (abs_nonneg _) ih 2
    rw [sq_abs, Real.sq_sqrt (by norm_num)] at h2
    apply Real.abs_le_sqrt
    -- 20 - s (s - 3)² = (5 - s) (s² - s + 4) with s = y²
    have h3 : 0 ≤ y ^ 4 - y ^ 2 + 4 := by nlinarith [sq_nonneg (y ^ 2 - 1), sq_nonneg y]
    have h4 := mul_nonneg (sub_nonneg.2 h2) h3
    nlinarith [h4]
```

Now let |yₙ| ≤ √5 and put s = yₙ², so that 0 ≤ s ≤ 5. The next square is s(s − 3)²/4, and we need it to be at most 5. This follows from

20 − s(s − 3)² = (5 − s)(s² − s + 4).

The first factor on the right is non-negative, and the second equals (s − 1/2)² + 15/4, which is positive. Lean proves the two signs as `h2` and `h3`, multiplies them in `h4`, and leaves the remaining algebra to `nlinarith`.

Bounded does not mean correctly purified. The value x₀ = −1/2 lies within the limits, yet f(−1/2) = 1, so a state meant to be empty becomes occupied.

```lean
/-- The McWeeny iterates of a real number `x₀` diverge in absolute value if and only if
`|2x₀ - 1| > √5`. -/
theorem diverges_iff (x₀ : ℝ) :
    Tendsto (fun n : ℕ => |mcWeeny^[n] x₀|) atTop atTop ↔ √5 < |2 * x₀ - 1| := by
  constructor
  · intro h
    by_contra hc
    obtain ⟨n, hn⟩ := (h.eventually_gt_atTop ((√5 + 1) / 2)).exists
    have hb := abs_le.1 (bounded_orbit (not_lt.1 hc) n)
    have hle : |mcWeeny^[n] x₀| ≤ (√5 + 1) / 2 :=
      abs_le.2 ⟨by linarith [hb.1], by linarith [hb.2]⟩
    exact absurd hn (not_lt_of_ge hle)
  · intro h
    have hpos : 0 < |2 * x₀ - 1| := lt_of_le_of_lt (Real.sqrt_nonneg 5) h
    have hp := (tendsto_pow_atTop_atTop_of_one_lt (one_lt_factor h)).const_mul_atTop hpos
    have hq := (tendsto_atTop_add_const_right atTop (-1 : ℝ) hp).atTop_div_const
      (show (0 : ℝ) < 2 by norm_num)
    refine tendsto_atTop_mono (fun n => ?_) hq
    have hg := geometric_growth h n
    have ht : |2 * mcWeeny^[n] x₀ - 1| ≤ 2 * |mcWeeny^[n] x₀| + 1 :=
      abs_le.2 ⟨by linarith [neg_abs_le (mcWeeny^[n] x₀)],
        by linarith [le_abs_self (mcWeeny^[n] x₀)]⟩
    linarith
```

`Tendsto … atTop atTop` says that |xₙ| eventually exceeds every given bound. The theorem states that this happens if and only if |2x₀ − 1| > √5.

If the inequality fails, the previous theorem gives |yₙ| ≤ √5 for all n, and so |xₙ| ≤ (√5 + 1)/2. That contradicts divergence. If the inequality holds, then |yₙ| ≤ 2|xₙ| + 1 and the growth bound give

|xₙ| ≥ (|y₀| rⁿ − 1)/2.

The right-hand side tends to infinity because r > 1, and `tendsto_atTop_mono` passes this on to |xₙ|.

In the limiting case |2x₀ − 1| = √5, the orbit is the two-cycle itself: it neither diverges nor settles. The same argument also gives a neighbouring result. The scalar Newton–Schulz iteration for the sign function, y ↦ y(3 − y²)/2, is this map in the centred variable, so its real iterates diverge in absolute value exactly when |y₀| > √5.

## One bad eigenvalue in a density matrix

```lean
/-- An eigenvector of `P` with real eigenvalue `x` stays an eigenvector under repeated
purification, and its eigenvalue follows the scalar McWeeny iteration. -/
theorem purify_eigenvector {n : Type*} [Fintype n] [DecidableEq n] {P : Matrix n n ℂ}
    {v : n → ℂ} {x : ℝ} (h : P *ᵥ v = (x : ℂ) • v) (k : ℕ) :
    (purify^[k] P) *ᵥ v = ((mcWeeny^[k] x : ℝ) : ℂ) • v := by
  induction k with
  | zero => exact h
  | succ k ih =>
    rw [Function.iterate_succ_apply', Function.iterate_succ_apply']
    generalize purify^[k] P = Q at ih ⊢
    generalize mcWeeny^[k] x = y at ih ⊢
    have h2 : Q ^ 2 *ᵥ v = ((y : ℂ) ^ 2) • v := by
      rw [pow_two Q, ← Matrix.mulVec_mulVec, ih, Matrix.mulVec_smul, ih]
      module
    have h3 : Q ^ 3 *ᵥ v = ((y : ℂ) ^ 3) • v := by
      rw [pow_succ Q 2, ← Matrix.mulVec_mulVec, ih, Matrix.mulVec_smul, h2]
      module
    rw [purify, Matrix.sub_mulVec, Matrix.smul_mulVec, Matrix.smul_mulVec, h2, h3, mcWeeny]
    push_cast
    module
```

The expression `P *ᵥ v` is the matrix P applied to the vector v. Suppose that Pv = xv with x real. Then P²v = x²v and P³v = x³v, so

(3P² − 2P³)v = (3x² − 2x³)v = f(x)v.

The vector is unchanged and its eigenvalue has moved by one scalar step. Induction over the number of steps `k` gives Pₖv = xₖv, where Pₖ is the matrix after k purifications and xₖ is the scalar iterate starting from x. In the proof, `h2` and `h3` are the statements for the square and the cube.

```lean
/-- If `P` has an eigenvector `v` with real eigenvalue `x` and `|2x - 1| > √5`, then the
purified matrices applied to `v` diverge in every component where `v` is non-zero. -/
theorem purify_diverges {n : Type*} [Fintype n] [DecidableEq n] {P : Matrix n n ℂ}
    {v : n → ℂ} {x : ℝ} (h : P *ᵥ v = (x : ℂ) • v) (hx : √5 < |2 * x - 1|)
    {i : n} (hi : v i ≠ 0) :
    Tendsto (fun k : ℕ => ‖((purify^[k] P) *ᵥ v) i‖) atTop atTop := by
  have ht := ((diverges_iff x).2 hx).atTop_mul_const (norm_pos_iff.2 hi)
  refine ht.congr (fun k => ?_)
  rw [purify_eigenvector h, Pi.smul_apply, smul_eq_mul, norm_mul, Complex.norm_real,
    Real.norm_eq_abs]

end McWeenyDivergence
```

If |2x − 1| > √5 and the component vᵢ is non-zero, then

|(Pₖv)ᵢ| = |xₖ| |vᵢ| → ∞.

The vector need not be normalised. For a normalised v, the length of Pₖv is |xₖ| itself. A single eigenvalue beyond the threshold is therefore enough to spoil the purification, however good the others are.

The theorem assumes exact arithmetic: every matrix product is taken without rounding and without discarding any elements. A linear-scaling program rounds, and usually truncates its matrices as well, so an eigenvector of P need not remain one.

```lean
#print axioms McWeenyDivergence.two_cycle_unique
-- 'McWeenyDivergence.two_cycle_unique' depends on axioms: [propext, Classical.choice, Quot.sound]
#print axioms McWeenyDivergence.two_cycle_slope
-- 'McWeenyDivergence.two_cycle_slope' depends on axioms: [propext, Classical.choice, Quot.sound]
#print axioms McWeenyDivergence.bounded_orbit
-- 'McWeenyDivergence.bounded_orbit' depends on axioms: [propext, Classical.choice, Quot.sound]
#print axioms McWeenyDivergence.purify_diverges
-- 'McWeenyDivergence.purify_diverges' depends on axioms: [propext, Classical.choice, Quot.sound]
```
